# Linearly independent errors at non-acute angles give positive DIIS coefficients

DIIS combines stored trial quantities with coefficients that sum to one and minimise the norm of the same combination of their errors. Such a step can leave the convex hull of the stored data. Take the errors $e_0=(1,0)$ and $e_1=(2,1)$. Their squared norms are 1 and 5, their overlap is 2, and the DIIS coefficients are $c_0=3/2$ and $c_1=-1/2$. The step extrapolates. If the combined quantities are density matrices in an orthonormal basis, a negative coefficient can push spin-orbital occupations outside $[0,1]$. For linearly independent errors, the signs of their overlaps give a condition under which no coefficient is negative.

## A lower bound on every coefficient

Let $B$ be a real $n\times n$ matrix with $x\cdot Bx>0$ for all $x\neq 0$ and $B_{ij}\le 0$ for $i\ne j$. Suppose that

$$\sum_j B_{ij}c_j=\lambda \ \text{ for every } i,\qquad \sum_i c_i=1 .$$

Then $\lambda>0$, every $c_i>0$, and

$$\lambda\le B_{ii}c_i .$$

In DIIS, $B_{ij}=\langle e_i,e_j\rangle$ is the overlap of two error vectors, and $\lambda$, the multiplier for the normalisation constraint, equals the squared norm of the combined error $\sum_i c_ie_i$. Positivity of the form then means that the errors are linearly independent: no stored error can be rebuilt from the others.

## A sign test before mixing

In a self-consistent-field code that mixes density matrices, positive coefficients summing to one keep spin-orbital occupations within $[0,1]$, though they do not preserve idempotency. For linearly independent errors, nonpositive off-diagonal elements of $B$ guarantee such coefficients before the linear system is solved. After the solve, $\lambda\le B_{ii}c_i$ is a consistency check on the result.

The test is sufficient, not necessary. For two distinct errors, both coefficients are positive exactly when $\langle e_0,e_1\rangle$ is smaller than both $\|e_0\|^2$ and $\|e_1\|^2$, which allows some acute angles.

## From the DIIS equations to the signs

Contracting the equations with any vector $d$ gives $d\cdot Bc=\lambda\sum_i d_i$. Since the coefficients sum to one, $c\ne0$, and $d=c$ gives $\lambda=c\cdot Bc>0$.

Let $m_i=\max(-c_i,0)$ be the negative part of $c$. Then $m_i\ge0$, $c_i+m_i\ge0$ and $m_i(c_i+m_i)=0$. In

$$m\cdot B(c+m)=\sum_{i,j}m_iB_{ij}(c_j+m_j)$$

the diagonal terms vanish and the others are nonpositive, so the sum is at most zero. Also $m\cdot Bc=\lambda\sum_i m_i\ge0$. Subtracting gives $m\cdot Bm\le0$, which forces $m=0$. Hence every $c_i\ge0$.

Row $i$ now reads

$$\lambda=B_{ii}c_i+\sum_{j\ne i}B_{ij}c_j\le B_{ii}c_i .$$

If $c_i$ were zero, $\lambda$ would be at most zero, a contradiction.

For error vectors, expanding the inner product gives $x\cdot Bx=\|\sum_i x_ie_i\|^2$. Linear independence makes this positive for $x\ne0$, so the result applies. The combination $\sum_i c_iF_i$ of any trial quantities $F_i$ then has positive weights summing to one and lies in their convex hull.

For two errors, write $a=\|e_0\|^2$, $b=\|e_1\|^2$ and $s=\langle e_0,e_1\rangle$. Subtracting the two rows gives $(a-s)c_0=(b-s)c_1$. With $c_0+c_1=1$,

$$c_0(a-2s+b)=b-s,\qquad c_1(a-2s+b)=a-s .$$

The common factor is $\|e_0-e_1\|^2$, positive for distinct errors, so the signs of $b-s$ and $a-s$ decide.

## Three errors in a chain

Take

$$B=\begin{pmatrix}2&-1&0\\-1&2&-1\\0&-1&2\end{pmatrix}.$$

Its quadratic form is $x_0^2+(x_0-x_1)^2+(x_1-x_2)^2+x_2^2$, which vanishes only at $x=0$. First solve $By=(1,1,1)$ with $y=(u,v,u)$: $2u-v=1$ and $-2u+2v=1$ give $v=2$, $u=3/2$. The entries sum to 5, so dividing by 5 gives $c=(3/10,2/5,3/10)$ and $\lambda=1/5$. The products $B_{ii}c_i$ are $3/5,4/5,3/5$, all above $\lambda$.

## The Lean file

```lean
import Mathlib

open Matrix

namespace DIISPositivity

noncomputable section

variable {n : Type*} [Fintype n]

/-- The quadratic form of the real matrix `B` is positive on every nonzero vector. -/
def PositiveForm (B : Matrix n n ℝ) : Prop :=
  ∀ x : n → ℝ, x ≠ 0 → 0 < x ⬝ᵥ B *ᵥ x

/-- The DIIS equations: `B c` is the constant vector `lam`, and the coefficients sum to one. -/
structure IsDIISSolution (B : Matrix n n ℝ) (c : n → ℝ) (lam : ℝ) : Prop where
  stationary : B *ᵥ c = fun _ => lam
  normalized : ∑ i, c i = 1

/-- The DIIS matrix of inner products between error vectors. -/
def errorOverlap {E : Type*} [NormedAddCommGroup E] [InnerProductSpace ℝ E]
    (e : n → E) : Matrix n n ℝ :=
  Matrix.of fun i j => inner ℝ (e i) (e j)

/-- Contracting the DIIS equations with any vector `d` gives the multiplier times the sum
of the entries of `d`. -/
theorem contract_stationary {B : Matrix n n ℝ} {c : n → ℝ} {lam : ℝ}
    (h : IsDIISSolution B c lam) (d : n → ℝ) :
    d ⬝ᵥ B *ᵥ c = lam * ∑ i, d i := by
  rw [h.stationary]
  simp only [dotProduct, Finset.mul_sum]
  exact Finset.sum_congr rfl fun i _ => mul_comm _ _

/-- The DIIS multiplier is positive when the quadratic form of `B` is positive. -/
theorem multiplier_pos {B : Matrix n n ℝ} {c : n → ℝ} {lam : ℝ}
    (hB : PositiveForm B) (h : IsDIISSolution B c lam) : 0 < lam := by
  have hc : c ≠ 0 := by
    intro h0
    have hs := h.normalized
    simp [h0] at hs
  have hpos := hB c hc
  rw [contract_stationary h c, h.normalized, mul_one] at hpos
  exact hpos

/-- If the off-diagonal elements of `B` are nonpositive and its quadratic form is positive,
no DIIS coefficient is negative. -/
theorem coefficients_nonneg {B : Matrix n n ℝ} {c : n → ℝ} {lam : ℝ}
    (hB : PositiveForm B) (hoff : ∀ i j, i ≠ j → B i j ≤ 0)
    (h : IsDIISSolution B c lam) (i : n) : 0 ≤ c i := by
  -- `m` is the negative part of the coefficient vector
  obtain ⟨m, hm0, hcm, hprod⟩ : ∃ m : n → ℝ, (∀ i, 0 ≤ m i) ∧
      (∀ i, 0 ≤ c i + m i) ∧ (∀ i, m i * (c i + m i) = 0) := by
    refine ⟨fun i => max (-c i) 0, fun i => le_max_right _ _, fun i => ?_, fun i => ?_⟩
    · have := le_max_left (-c i) 0
      show 0 ≤ c i + max (-c i) 0
      linarith
    · show max (-c i) 0 * (c i + max (-c i) 0) = 0
      rcases le_total (-c i) 0 with hi | hi
      · rw [max_eq_right hi]; ring
      · rw [max_eq_left hi]; ring
  -- the negative and positive parts couple only through off-diagonal elements
  have key : m ⬝ᵥ B *ᵥ (c + m) ≤ 0 := by
    simp only [dotProduct, Matrix.mulVec, Finset.mul_sum]
    refine Finset.sum_nonpos fun i _ => Finset.sum_nonpos fun j _ => ?_
    show m i * (B i j * (c j + m j)) ≤ 0
    by_cases hij : i = j
    · subst hij
      exact le_of_eq (by linear_combination B i i * hprod i)
    · nlinarith [mul_nonneg (mul_nonneg (hm0 i) (hcm j)) (neg_nonneg.2 (hoff i j hij))]
  rw [Matrix.mulVec_add, dotProduct_add, contract_stationary h m] at key
  have hm : m = 0 := by
    by_contra hne
    have h1 := hB m hne
    have h2 : 0 ≤ ∑ i, m i := Finset.sum_nonneg fun i _ => hm0 i
    have h3 := mul_nonneg (multiplier_pos hB h).le h2
    linarith
  have hi := hcm i
  rw [hm] at hi
  simpa using hi

/-- If the quadratic form of `B` is positive and its off-diagonal elements are nonpositive, each
DIIS coefficient, multiplied by its diagonal element of `B`, is at least the DIIS multiplier. -/
theorem multiplier_le {B : Matrix n n ℝ} {c : n → ℝ} {lam : ℝ}
    (hB : PositiveForm B) (hoff : ∀ i j, i ≠ j → B i j ≤ 0)
    (h : IsDIISSolution B c lam) (i : n) : lam ≤ B i i * c i := by
  classical
  have hi : ∑ j, B i j * c j = lam := congrFun h.stationary i
  have split : B i i * c i + ∑ j ∈ Finset.univ.erase i, B i j * c j = ∑ j, B i j * c j :=
    Finset.add_sum_erase Finset.univ (fun j => B i j * c j) (Finset.mem_univ i)
  have off : ∑ j ∈ Finset.univ.erase i, B i j * c j ≤ 0 := by
    refine Finset.sum_nonpos fun j hj => ?_
    have hij := hoff i j (Finset.ne_of_mem_erase hj).symm
    nlinarith [mul_nonneg (neg_nonneg.2 hij) (coefficients_nonneg hB hoff h j)]
  linarith

/-- If the quadratic form of `B` is positive and its off-diagonal elements are nonpositive,
every DIIS coefficient is strictly positive. -/
theorem coefficients_pos {B : Matrix n n ℝ} {c : n → ℝ} {lam : ℝ}
    (hB : PositiveForm B) (hoff : ∀ i j, i ≠ j → B i j ≤ 0)
    (h : IsDIISSolution B c lam) (i : n) : 0 < c i := by
  refine lt_of_le_of_ne (coefficients_nonneg hB hoff h i) fun h0 => ?_
  have hb := multiplier_le hB hoff h i
  rw [← h0, mul_zero] at hb
  linarith [multiplier_pos hB h]

/-- The real 3 × 3 matrix with diagonal elements 2, elements -1 between neighbouring indices, and 0
in the two remaining corners. -/
def chainOverlap : Matrix (Fin 3) (Fin 3) ℝ := !![2, -1, 0; -1, 2, -1; 0, -1, 2]

/-- The chain matrix has a positive quadratic form and nonpositive off-diagonal elements, and
its DIIS equations are solved by the coefficients 3/10, 2/5, 3/10 with multiplier 1/5. -/
theorem coefficients_pos_witness :
    PositiveForm chainOverlap ∧ (∀ i j, i ≠ j → chainOverlap i j ≤ 0) ∧
      IsDIISSolution chainOverlap ![3 / 10, 2 / 5, 3 / 10] (1 / 5) := by
  refine ⟨fun x hx => ?_, fun i j hij => ?_, ⟨?_, ?_⟩⟩
  · -- the quadratic form is a sum of squares
    have hq : x ⬝ᵥ chainOverlap *ᵥ x =
        x 0 ^ 2 + (x 0 - x 1) ^ 2 + (x 1 - x 2) ^ 2 + x 2 ^ 2 := by
      simp [chainOverlap, Matrix.mulVec, dotProduct, Fin.sum_univ_three]
      ring
    rw [hq]
    by_contra hn
    have s0 := sq_nonneg (x 0)
    have s1 := sq_nonneg (x 0 - x 1)
    have s2 := sq_nonneg (x 1 - x 2)
    have s3 := sq_nonneg (x 2)
    have h0 : x 0 = 0 := (pow_eq_zero_iff two_ne_zero).1 (by linarith)
    have h01 : x 0 - x 1 = 0 := (pow_eq_zero_iff two_ne_zero).1 (by linarith)
    have h2 : x 2 = 0 := (pow_eq_zero_iff two_ne_zero).1 (by linarith)
    have h1 : x 1 = 0 := by linarith
    apply hx
    funext i
    fin_cases i
    exacts [h0, h1, h2]
  · fin_cases i <;> fin_cases j <;>
      first
        | exact absurd rfl hij
        | norm_num [chainOverlap]
  · ext i
    fin_cases i <;>
      simp [chainOverlap, Matrix.mulVec, dotProduct, Fin.sum_univ_three] <;> norm_num
  · simp [Fin.sum_univ_three]
    norm_num

variable {E : Type*} [NormedAddCommGroup E] [InnerProductSpace ℝ E]

/-- The quadratic form of the DIIS matrix is the squared norm of the combined error. -/
theorem errorOverlap_form (e : n → E) (x : n → ℝ) :
    x ⬝ᵥ errorOverlap e *ᵥ x = ‖∑ i, x i • e i‖ ^ 2 := by
  rw [← real_inner_self_eq_norm_sq, sum_inner]
  simp only [inner_sum, real_inner_smul_left, real_inner_smul_right, dotProduct,
    Matrix.mulVec, errorOverlap, Matrix.of_apply, Finset.mul_sum]
  refine Finset.sum_congr rfl fun i _ => Finset.sum_congr rfl fun j _ => ?_
  ring

/-- For linearly independent errors with no acute angle between them, all DIIS coefficients are
positive and the DIIS combination of any trial quantities `F` lies in their convex hull. -/
theorem obtuse_errors_interpolate {V : Type*} [AddCommGroup V] [Module ℝ V]
    {e : n → E} {c : n → ℝ} {lam : ℝ} (hind : LinearIndependent ℝ e)
    (hobt : ∀ i j, i ≠ j → inner ℝ (e i) (e j) ≤ 0)
    (h : IsDIISSolution (errorOverlap e) c lam) (F : n → V) :
    (∀ i, 0 < c i) ∧ ∑ i, c i • F i ∈ convexHull ℝ (Set.range F) := by
  have hB : PositiveForm (errorOverlap e) := by
    intro x hx
    rw [errorOverlap_form]
    refine pow_pos (norm_pos_iff.2 fun h0 => hx ?_) 2
    funext i
    exact Fintype.linearIndependent_iff.1 hind x h0 i
  have hpos : ∀ i, 0 < c i := coefficients_pos hB hobt h
  exact ⟨hpos, (convex_convexHull ℝ (Set.range F)).sum_mem (fun i _ => (hpos i).le)
    h.normalized fun i _ => subset_convexHull ℝ _ (Set.mem_range_self i)⟩

/-- For two distinct errors, both DIIS coefficients are positive exactly when the inner product
of the errors is smaller than each of their squared norms. -/
theorem two_errors_pos_iff {e : Fin 2 → E} {c : Fin 2 → ℝ} {lam : ℝ} (hne : e 0 ≠ e 1)
    (h : IsDIISSolution (errorOverlap e) c lam) :
    (∀ i, 0 < c i) ↔
      inner ℝ (e 0) (e 1) < ‖e 0‖ ^ 2 ∧ inner ℝ (e 0) (e 1) < ‖e 1‖ ^ 2 := by
  have hD : 0 < ‖e 0 - e 1‖ ^ 2 := pow_pos (norm_pos_iff.2 (sub_ne_zero.2 hne)) 2
  rw [norm_sub_sq_real] at hD
  have hsym : inner ℝ (e 1) (e 0) = inner ℝ (e 0) (e 1) := real_inner_comm _ _
  have h0 := congrFun h.stationary 0
  have h1 := congrFun h.stationary 1
  have hs := h.normalized
  simp only [Matrix.mulVec, dotProduct, Fin.sum_univ_two, errorOverlap, Matrix.of_apply,
    real_inner_self_eq_norm_sq] at h0 h1 hs
  rw [hsym] at h1
  -- the two coefficients in closed form, cleared of the denominator
  have k0 : c 0 * (‖e 0‖ ^ 2 - 2 * inner ℝ (e 0) (e 1) + ‖e 1‖ ^ 2) =
      ‖e 1‖ ^ 2 - inner ℝ (e 0) (e 1) := by
    linear_combination h0 - h1 + (‖e 1‖ ^ 2 - inner ℝ (e 0) (e 1)) * hs
  have k1 : c 1 * (‖e 0‖ ^ 2 - 2 * inner ℝ (e 0) (e 1) + ‖e 1‖ ^ 2) =
      ‖e 0‖ ^ 2 - inner ℝ (e 0) (e 1) := by
    linear_combination h1 - h0 + (‖e 0‖ ^ 2 - inner ℝ (e 0) (e 1)) * hs
  rw [Fin.forall_fin_two]
  constructor
  · rintro ⟨p0, p1⟩
    have q0 := mul_pos p0 hD
    have q1 := mul_pos p1 hD
    rw [k0] at q0
    rw [k1] at q1
    exact ⟨by linarith, by linarith⟩
  · rintro ⟨p0, p1⟩
    exact ⟨(mul_pos_iff_of_pos_right hD).1 (by rw [k0]; linarith),
      (mul_pos_iff_of_pos_right hD).1 (by rw [k1]; linarith)⟩

end

end DIISPositivity
```

```lean
#print axioms DIISPositivity.obtuse_errors_interpolate
#print axioms DIISPositivity.two_errors_pos_iff
```

```
'DIISPositivity.obtuse_errors_interpolate' depends on axioms: [propext, Classical.choice, Quot.sound]
'DIISPositivity.two_errors_pos_iff' depends on axioms: [propext, Classical.choice, Quot.sound]
```

## How the Lean statements and proofs match the algebra

`PositiveForm B` is the condition on $x\cdot Bx$. It does not include symmetry, so the general theorems also cover nonsymmetric matrices. `IsDIISSolution B c lam` holds the stationarity and normalisation equations, with the sign of the multiplier fixed by $Bc=\lambda\mathbf 1$; a code that borders its matrix with $+1$ may report $-\lambda$. `errorOverlap e` builds $B$ from vectors in a real inner product space.

`contract_stationary` and `multiplier_pos` are the contraction and its case $d=c$. `coefficients_nonneg` removes the negative part, `multiplier_le` splits off the diagonal term of row $i$, and `coefficients_pos` combines them. `errorOverlap_form` supplies the squared norm for `obtuse_errors_interpolate`, where convexity of the hull places the combination inside it. In `two_errors_pos_iff`, `k0` and `k1` are the two closed forms above. `coefficients_pos_witness` verifies the chain example.

The proof turns on how `coefficients_nonneg` introduces $m$. The `obtain` statement proves that a vector with the three listed properties exists, then keeps only those properties. The later steps never meet a `max` or a case split on the sign of $c_i$. On the diagonal, `linear_combination B i i * hprod i` multiplies $m_i(c_i+m_i)=0$ by $B_{ii}$; off the diagonal, `nlinarith` receives the product of three nonnegative factors.

## Exact overlaps and a given solution

The theorems concern exact real numbers and a finite set of errors. They take a solution of the DIIS equations as given and say nothing about rounding in a nearly singular $B$, or about convergence of the iteration.

Linear independence cannot be dropped. If $e_0=0$ and $e_1\neq0$, the overlap is zero, yet the solution is $c=(1,0)$ with $\lambda=0$: the vanishing error takes all the weight. Even nonnegativity can fail: for $e_0=0$ and $e_2=-e_1\neq0$ no off-diagonal overlap is positive, yet $c=(3,-1,-1)$ is one of the solutions, with $\lambda=0$.
